# The Uniform-Gas Exchange Integral Equals 1/4 and Fixes the Local Exchange Coefficient

Dimensional analysis says that the exchange energy per volume of a spin-unpolarised uniform electron gas at zero temperature is proportional to n^(4/3), where n is the density, but it leaves the coefficient open. If the coefficient is wrong, a semilocal functional built on it misses the exchange energy of the uniform gas by the same factor at every density. The coefficient comes from an integral over x > 0 of

K(x) = (sin x − x cos x)²/x⁵.

Expanding the square and integrating term by term fails, because each of the three terms diverges at the origin. The whole integral converges, and its value is 1/4.

## A primitive from two spherical Bessel functions

Let j₀ = sin x/x and j₁ = (sin x − x cos x)/x². The quotient rule gives, for x ≠ 0,

j₀′ = −j₁,  j₁′ = j₀ − 2j₁/x.

Put T = (j₀² + j₁²)/4. Then

T′ = (j₀j₀′ + j₁j₁′)/2 = (−j₀j₁ + j₀j₁ − 2j₁²/x)/2 = −j₁²/x = −K.

Near the origin, take 0 < x < 1. From x < tan x and sin x < x we have x cos x < sin x < x, so cos x < j₀ < 1 and j₀ → 1. Since cos x ≥ 1 − x²/2, also 0 < sin x − x cos x < x³/2, so 0 < j₁ < x/2 and j₁ → 0. Hence T → 1/4.

At large x, use

(sin x − x cos x)² + (x sin x + cos x)² = 1 + x².

The first square is at most 1 + x², so 0 ≤ T ≤ (2/x² + 1/x⁴)/4, and T → 0.

For 0 < ε < R the integral of K from ε to R is T(ε) − T(R). Letting ε → 0 and R → ∞ gives 1/4. Keeping the lower limit at R > 0 gives T(R) for the part beyond R.

## From the integral to the exchange energy

Let k > 0 be the Fermi wave vector and s the separation of two points. The density matrix of the spin-unpolarised gas is

ρ₁(s) = (1/(π²s)) ∫₀ᵏ q sin(qs) dq.

The derivative of sin(qs) − qs cos(qs) with respect to q is s²q sin(qs), so

ρ₁(s) = (sin ks − ks cos ks)/(π²s³).

The exchange energy per volume, in atomic units, is

e = −(1/4) ∫₀^∞ 4πs² ρ₁(s)²/s ds = −(1/π³) ∫₀^∞ (sin ks − ks cos ks)²/s⁵ ds.

With x = ks this becomes

e = −(k⁴/π³) ∫₀^∞ K(x) dx = −k⁴/(4π³).

The density is n = (1/π²) ∫₀ᵏ q² dq = k³/(3π²), so k = (3π²n)^(1/3) and

e = −(3/4)(3/π)^(1/3) n^(4/3).

The limit of large R shows how slowly exchange converges with distance. There T(R) ≈ 1/(4R²), so cutting off the Coulomb interaction at separation s_c in this infinite, uniform gas loses a fraction of about 1/(k s_c)² of the exchange energy.

## The physical quantities as Lean definitions

```lean
import Mathlib

open Real MeasureTheory Set Filter Topology

namespace UniformGasExchangeIntegral

noncomputable section
```

All quantities are real numbers. The functions K and T are called `kernel` and `tail`.

```lean
/-- The exchange integrand in the reduced distance `x`, up to a constant prefactor: the squared
uniform-gas density matrix times the Coulomb factor `1/x` and the spherical-shell factor `x ^ 2`. -/
def kernel (x : ℝ) : ℝ := (sin x - x * cos x) ^ 2 / x ^ 5

/-- For `x ≠ 0`, one quarter of the sum of the squared spherical Bessel functions of orders 0 and 1.
-/
def tail (x : ℝ) : ℝ := ((sin x / x) ^ 2 + ((sin x - x * cos x) / x ^ 2) ^ 2) / 4
```

The next three definitions carry the physics. The radial Fourier integral stands for a filled Fermi sphere of plane waves, with both spins included.

```lean
/-- The density matrix of the spin-unpolarised uniform gas at separation `s ≠ 0`: the radial Fourier
integral over the Fermi sphere of radius `k`. -/
def densityMatrix (k s : ℝ) : ℝ := (∫ q in (0 : ℝ)..k, q * sin (q * s)) / (π ^ 2 * s)

/-- The density of the spin-unpolarised uniform gas with Fermi wave vector `k`. -/
def gasDensity (k : ℝ) : ℝ := (∫ q in (0 : ℝ)..k, q ^ 2) / π ^ 2
```

In the exchange energy, one factor 1/2 avoids counting pairs twice and the other reflects that only electrons of equal spin exchange. These formulas are the starting point: the file does not derive them from a Slater determinant or from a limit of finite systems, and it treats neither spin polarisation nor gradient corrections.

```lean
/-- The exchange energy per volume (atomic units): minus one quarter of the squared density
matrix over the separation, integrated over all separations in spherical shells. -/
def exchangeDensity (k : ℝ) : ℝ :=
  -(1 / 4) * ∫ s in Ioi (0 : ℝ), 4 * π * s ^ 2 * (densityMatrix k s ^ 2 / s)
```

## The derivative and the two limits

The first theorem is T′ = −K for every x ≠ 0. In its proof `h0` and `h1` are the derivatives of j₀ and j₁, and the closing `field_simp` and `ring` carry out the cancellation of j₀j₁.

```lean
/-- Away from the origin the derivative of `tail` is minus the exchange kernel. -/
theorem hasDerivAt_tail {x : ℝ} (hx : x ≠ 0) : HasDerivAt tail (-kernel x) x := by
  have h0 : HasDerivAt (fun y : ℝ => sin y / y) (-((sin x - x * cos x) / x ^ 2)) x :=
    ((Real.hasDerivAt_sin x).fun_div (hasDerivAt_id' x) hx).congr_deriv (by ring)
  have hN : HasDerivAt (fun y : ℝ => sin y - y * cos y) (x * sin x) x :=
    ((Real.hasDerivAt_sin x).fun_sub
      ((hasDerivAt_id' x).fun_mul (Real.hasDerivAt_cos x))).congr_deriv (by ring)
  have hs : HasDerivAt (fun y : ℝ => y ^ 2) (2 * x) x := by
    simpa using hasDerivAt_pow 2 x
  have h1 : HasDerivAt (fun y : ℝ => (sin y - y * cos y) / y ^ 2)
      (sin x / x - 2 * ((sin x - x * cos x) / x ^ 2) / x) x :=
    (hN.fun_div hs (pow_ne_zero 2 hx)).congr_deriv (by field_simp)
  -- the mixed products of the two Bessel functions cancel
  refine (((h0.fun_pow 2).fun_add (h1.fun_pow 2)).div_const 4).congr_deriv ?_
  simp only [kernel, Nat.cast_ofNat, Nat.reduceSub, pow_one]
  field_simp
  ring
```

The limit at the origin is taken from the right, written `𝓝[>] 0`. The inequality `hb` is x cos x < sin x, and the facts `a` and `b` are the squeezes for j₀ and j₁, the latter with the looser upper bound x.

```lean
/-- As the reduced distance goes to zero from above, `tail` tends to one quarter. -/
theorem tendsto_tail_zero : Tendsto tail (𝓝[>] 0) (𝓝 (1 / 4)) := by
  have hev : ∀ᶠ x : ℝ in 𝓝[>] 0, x ∈ Ioo (0 : ℝ) 1 := Ioo_mem_nhdsGT zero_lt_one
  have hb : ∀ x ∈ Ioo (0 : ℝ) 1, x * cos x < sin x := by
    intro x hx
    have hp : x < π / 2 := by linarith [hx.2, Real.pi_gt_three]
    have hc : 0 < cos x := Real.cos_pos_of_mem_Ioo ⟨by linarith [hx.1, Real.pi_pos], hp⟩
    have ht := Real.lt_tan hx.1 hp
    rwa [Real.tan_eq_sin_div_cos, lt_div_iff₀ hc] at ht
  have hcos : Tendsto cos (𝓝[>] 0) (𝓝 1) := by
    have h := (Real.continuous_cos.tendsto 0).mono_left
      (nhdsWithin_le_nhds (s := Ioi (0 : ℝ)))
    rwa [Real.cos_zero] at h
  have hid : Tendsto (fun x : ℝ => x) (𝓝[>] 0) (𝓝 0) :=
    tendsto_id.mono_left nhdsWithin_le_nhds
  -- order 0 lies between cos x and 1, order 1 between 0 and x
  have a : Tendsto (fun x : ℝ => sin x / x) (𝓝[>] 0) (𝓝 1) := by
    refine tendsto_of_tendsto_of_tendsto_of_le_of_le' hcos tendsto_const_nhds ?_ ?_
    · filter_upwards [hev] with x hx
      rw [le_div_iff₀ hx.1]
      linarith [hb x hx]
    · filter_upwards [hev] with x hx
      rw [div_le_iff₀ hx.1]
      linarith [Real.sin_lt hx.1]
  have b : Tendsto (fun x : ℝ => (sin x - x * cos x) / x ^ 2) (𝓝[>] 0) (𝓝 0) := by
    refine tendsto_of_tendsto_of_tendsto_of_le_of_le' tendsto_const_nhds hid ?_ ?_
    · filter_upwards [hev] with x hx
      exact div_nonneg (by linarith [hb x hx]) (sq_nonneg x)
    · filter_upwards [hev] with x hx
      rw [div_le_iff₀ (pow_pos hx.1 2)]
      have h1 := mul_le_mul_of_nonneg_left (Real.one_sub_sq_div_two_le_cos (x := x)) hx.1.le
      nlinarith [Real.sin_lt hx.1, pow_pos hx.1 3]
  have h := ((a.pow 2).add (b.pow 2)).div_const 4
  have e : ((1 : ℝ) ^ 2 + 0 ^ 2) / 4 = 1 / 4 := by norm_num
  rw [e] at h
  exact h
```

At infinity, `e` is the identity for the two squares, `hB` discards one of them, and the `calc` block bounds T as above.

```lean
/-- At large reduced distance `tail` tends to zero. -/
theorem tendsto_tail_atTop : Tendsto tail atTop (𝓝 0) := by
  have hu : Tendsto (fun x : ℝ => (2 * x⁻¹ ^ 2 + x⁻¹ ^ 4) / 4) atTop (𝓝 0) := by
    have h := tendsto_inv_atTop_zero (𝕜 := ℝ)
    simpa using (((h.pow 2).const_mul 2).add (h.pow 4)).div_const 4
  refine tendsto_of_tendsto_of_tendsto_of_le_of_le' tendsto_const_nhds hu ?_ ?_
  · exact Eventually.of_forall fun x => by unfold tail; positivity
  · filter_upwards [eventually_gt_atTop (0 : ℝ)] with x hx
    have hA : sin x ^ 2 ≤ 1 := Real.sin_sq_le_one x
    have e : (sin x - x * cos x) ^ 2 = 1 + x ^ 2 - (x * sin x + cos x) ^ 2 := by
      linear_combination (1 + x ^ 2) * Real.sin_sq_add_cos_sq x
    have hB : (sin x - x * cos x) ^ 2 ≤ 1 + x ^ 2 := by
      linarith [sq_nonneg (x * sin x + cos x)]
    calc tail x = (sin x ^ 2 / x ^ 2 + (sin x - x * cos x) ^ 2 / (x ^ 2) ^ 2) / 4 := by
          rw [tail, div_pow, div_pow]
      _ ≤ (1 / x ^ 2 + (1 + x ^ 2) / (x ^ 2) ^ 2) / 4 := by gcongr
      _ = (2 * x⁻¹ ^ 2 + x⁻¹ ^ 4) / 4 := by
          field_simp
          ring
```

## Convergence, value and tail

The main theorem has two parts: K is integrable on (0, ∞), written `Ioi 0`, and its integral is 1/4. The formula for T divides by zero at the origin, so the proof works with `g`, which is −T with the value −1/4 put in at 0. This makes `g` continuous there from the right. Since its derivative K is nonnegative and `g` has a limit at infinity, the fundamental theorem of calculus on a half-line gives both parts.

```lean
/-- The exchange kernel is integrable over all positive reduced distances, and its integral
is one quarter. -/
theorem integral_kernel :
    IntegrableOn kernel (Ioi 0) ∧ ∫ x in Ioi (0 : ℝ), kernel x = 1 / 4 := by
  -- the primitive, given its limiting value at the origin
  let g : ℝ → ℝ := Function.update (fun x => -tail x) 0 (-(1 / 4))
  have hg0 : g 0 = -(1 / 4) := Function.update_self _ _ _
  have hgx : ∀ x : ℝ, 0 < x → g x = -tail x := fun x hx =>
    Function.update_of_ne hx.ne' _ _
  have hcont : ContinuousWithinAt g (Ici 0) 0 := by
    refine continuousWithinAt_update_same.mpr ?_
    have hsub : Ici (0 : ℝ) \ {0} ⊆ Ioi 0 := by
      intro x hx
      obtain ⟨h1, h2⟩ := hx
      have h1' : (0 : ℝ) ≤ x := h1
      have h2' : x ≠ 0 := h2
      exact lt_of_le_of_ne h1' h2'.symm
    exact tendsto_tail_zero.neg.mono_left (nhdsWithin_mono 0 hsub)
  have hder : ∀ x ∈ Ioi (0 : ℝ), HasDerivAt g (kernel x) x := by
    intro x hx
    have h : HasDerivAt (fun y => -tail y) (kernel x) x :=
      (hasDerivAt_tail (ne_of_gt hx)).fun_neg.congr_deriv (neg_neg _)
    refine h.congr_of_eventuallyEq ?_
    filter_upwards [Ioi_mem_nhds hx] with y hy
    exact hgx y hy
  have hpos : ∀ x ∈ Ioi (0 : ℝ), 0 ≤ kernel x := fun x hx =>
    div_nonneg (sq_nonneg _) (pow_nonneg (le_of_lt hx) 5)
  have hlim : Tendsto g atTop (𝓝 0) := by
    have h : Tendsto (fun x => -tail x) atTop (𝓝 0) := by
      simpa using tendsto_tail_atTop.neg
    refine h.congr' ?_
    filter_upwards [eventually_gt_atTop (0 : ℝ)] with x hx
    exact (hgx x hx).symm
  refine ⟨integrableOn_Ioi_deriv_of_nonneg hcont hder hpos hlim, ?_⟩
  rw [integral_Ioi_of_hasDerivAt_of_nonneg hcont hder hpos hlim, hg0]
  norm_num
```

Started at R > 0, the same argument needs no repair at the origin.

```lean
/-- The part of the integral beyond a positive reduced distance `R` is `tail R`. -/
theorem integral_kernel_beyond {R : ℝ} (hR : 0 < R) :
    ∫ x in Ioi R, kernel x = tail R := by
  have hder : ∀ x ∈ Ici R, HasDerivAt (fun y => -tail y) (kernel x) x := fun x hx =>
    (hasDerivAt_tail (ne_of_gt (lt_of_lt_of_le hR hx))).fun_neg.congr_deriv (neg_neg _)
  have hpos : ∀ x ∈ Ioi R, 0 ≤ kernel x := fun x hx =>
    div_nonneg (sq_nonneg _) (pow_nonneg (hR.trans hx).le 5)
  have hlim : Tendsto (fun x => -tail x) atTop (𝓝 0) := by
    simpa using tendsto_tail_atTop.neg
  rw [integral_Ioi_of_hasDerivAt_of_nonneg' hder hpos hlim]
  ring
```

## The local exchange energy

The Fermi-sphere integral is stated multiplied by s², and so holds for all real k and s, including s = 0.

```lean
/-- The radial Fourier integral over the Fermi sphere, times the squared separation, in
closed form. -/
theorem fermi_sphere_integral (k s : ℝ) :
    s ^ 2 * ∫ q in (0 : ℝ)..k, q * sin (q * s) = sin (k * s) - k * s * cos (k * s) := by
  have hder : ∀ q ∈ uIcc 0 k, HasDerivAt (fun q : ℝ => sin (q * s) - q * s * cos (q * s))
      (s ^ 2 * (q * sin (q * s))) q := by
    intro q _
    have h : HasDerivAt (fun q : ℝ => q * s) s q := hasDerivAt_mul_const s
    exact (h.sin.fun_sub (h.fun_mul h.cos)).congr_deriv (by ring)
  have hc : Continuous fun q : ℝ => s ^ 2 * (q * sin (q * s)) := by fun_prop
  rw [← intervalIntegral.integral_const_mul,
    intervalIntegral.integral_eq_sub_of_hasDerivAt hder (hc.intervalIntegrable 0 k)]
  simp
```

For k > 0, the step `hcongr` rewrites the exchange integrand as (4k⁵/π³) K(ks). The substitution x = ks contributes a factor 1/k, and `integral_kernel` supplies the 1/4.

```lean
/-- The exchange energy per volume of the uniform gas in terms of its Fermi wave vector. -/
theorem exchangeDensity_eq {k : ℝ} (hk : 0 < k) :
    exchangeDensity k = -(k ^ 4 / (4 * π ^ 3)) := by
  have hpi := Real.pi_pos
  -- in the reduced distance k s the integrand is the kernel
  have hcongr : ∫ s in Ioi (0 : ℝ), 4 * π * s ^ 2 * (densityMatrix k s ^ 2 / s)
      = ∫ s in Ioi (0 : ℝ), 4 * k ^ 5 / π ^ 3 * kernel (k * s) := by
    refine setIntegral_congr_fun measurableSet_Ioi fun s hs => ?_
    have hs' : (0 : ℝ) < s := hs
    simp only [densityMatrix, kernel]
    rw [← fermi_sphere_integral k s]
    generalize (∫ q in (0 : ℝ)..k, q * sin (q * s)) = I
    field_simp
  rw [exchangeDensity, hcongr, integral_const_mul, integral_comp_mul_left_Ioi kernel 0 hk,
    mul_zero, integral_kernel.2, smul_eq_mul]
  field_simp
```

The last theorem expresses the energy through the density. The proof evaluates n = k³/(3π²) and, instead of solving for k, checks in `h3` that

(3/π) n⁴ = (k⁴/(3π³))³.

Taking the cube root and multiplying by −3/4 gives −k⁴/(4π³), which is the energy already found.

```lean
/-- The local exchange energy: the exchange energy per volume of the uniform gas is
`-(3/4) (3/π)^(1/3)` times the density to the power 4/3. -/
theorem local_exchange {k : ℝ} (hk : 0 < k) :
    exchangeDensity k = -(3 / 4) * (3 / π) ^ (1 / 3 : ℝ) * gasDensity k ^ (4 / 3 : ℝ) := by
  have hpi := Real.pi_pos
  have hn : gasDensity k = k ^ 3 / (3 * π ^ 2) := by
    rw [gasDensity, integral_pow]
    norm_num
    field_simp
  have h1 : ∀ n : ℝ, 0 ≤ n → n ^ (4 / 3 : ℝ) = (n ^ 4) ^ (1 / 3 : ℝ) := by
    intro n hn
    rw [← Real.rpow_natCast n 4, ← Real.rpow_mul hn]
    norm_num
  have h2 : ∀ y : ℝ, 0 ≤ y → (y ^ 3) ^ (1 / 3 : ℝ) = y := by
    intro y hy
    rw [← Real.rpow_natCast y 3, ← Real.rpow_mul hy]
    norm_num
  -- the product under the cube root is a perfect cube
  have h3 : 3 / π * (k ^ 3 / (3 * π ^ 2)) ^ 4 = (k ^ 4 / (3 * π ^ 3)) ^ 3 := by
    field_simp <;> norm_num
  rw [exchangeDensity_eq hk, hn, h1 _ (by positivity), mul_assoc,
    ← Real.mul_rpow (by positivity) (by positivity), h3, h2 _ (by positivity)]
  field_simp

end

end UniformGasExchangeIntegral
```

```lean
#print axioms UniformGasExchangeIntegral.integral_kernel_beyond
-- 'UniformGasExchangeIntegral.integral_kernel_beyond' depends on axioms: [propext, Classical.choice, Quot.sound]
#print axioms UniformGasExchangeIntegral.local_exchange
-- 'UniformGasExchangeIntegral.local_exchange' depends on axioms: [propext, Classical.choice, Quot.sound]
```
